# Second-order WKB for the quartic well: action, correction and levels in closed form

If the energy derivative in the quartic well's second-order WKB term is taken inside the integral, the integrand acquires a factor $(E-V)^{-3/2}$ and the integral diverges at the turning points. Instead, the integral can be evaluated first, which leaves only a power of $E$ to differentiate.

Take $H=p^2+x^4$ with $\hbar=1$, so $V(x)=x^4$, and let $E>0$, $a=E^{1/4}$ and $c=\Gamma(1/4)^2/(3\sqrt{2\pi})$. Write $S(E)$ for the action and $J(E)$ for the curvature integral. Then

$$S(E)=\int_{-a}^{a}\!\sqrt{E-x^4}\,dx=cE^{3/4},\qquad J(E)=\int_{-a}^{a}\!\frac{12x^2}{\sqrt{E-x^4}}\,dx=\frac{8\pi}{c}E^{1/4},$$

and the second-order term is $-J'(E)/24=-\frac{\pi}{12c}E^{-3/4}$.

## From the beta integral to the levels

Substituting $x=at$ gives $\sqrt{E-x^4}=a^2\sqrt{1-t^4}$. Both integrands are even, so

$$S=2a^3\int_0^1\!\sqrt{1-t^4}\,dt,\qquad J=24a\int_0^1\!\frac{t^2}{\sqrt{1-t^4}}\,dt.$$

With $t^4$ substituted for its integration variable, Euler's beta integral becomes, for $s,v>0$,

$$\int_0^1 t^{4s-1}(1-t^4)^{v-1}dt=\frac{\Gamma(s)\Gamma(v)}{4\,\Gamma(s+v)}.$$

The reflection formula gives $\Gamma(1/4)\Gamma(3/4)=\pi/\sin(\pi/4)=\sqrt2\,\pi$. Setting $(s,v)=(1/4,3/2)$ and then $(3/4,1/2)$,

$$\int_0^1\!\sqrt{1-t^4}\,dt=\frac{\Gamma(1/4)\sqrt\pi}{6\,\Gamma(3/4)}=\frac{\Gamma(1/4)^2}{6\sqrt{2\pi}}=\frac c2,$$

$$\int_0^1\!\frac{t^2}{\sqrt{1-t^4}}\,dt=\frac{\Gamma(3/4)\sqrt\pi}{\Gamma(1/4)}=\frac{\pi\sqrt{2\pi}}{\Gamma(1/4)^2}=\frac{\pi}{3c}.$$

Hence $S=ca^3$ and $J=8\pi a/c$. Differentiating, $J'=(2\pi/c)E^{-3/4}$, and division by $-24$ gives the correction.

The quantization condition sets $S-J'/24$ equal to $w=(n+1/2)\pi$, where $n=0,1,2,\dots$ is the quantum number. It requires the phase accumulated across the well, corrected to second order, to fit a state that decays on both sides. With $u=E^{3/4}$ it reads $cu-\pi/(12cu)=w$. Multiplying by $4cu$ and completing the square gives

$$(2cu-w)^2=w^2+\frac{\pi}{3},\qquad u=\frac{w+\sqrt{w^2+\pi/3}}{2c},\qquad E=u^{4/3}.$$

The other root is negative, because $\sqrt{w^2+\pi/3}>w$.

These levels approximate the energies of one particle in a one-dimensional, purely quartic well, and can be compared with numerically computed eigenvalues.

## The well and its integrals in Lean

```lean
import Mathlib

open scoped Real
open MeasureTheory Set

namespace QuarticWellWKB

noncomputable section
```

The potential is a real function, and the turning point is a real power of the energy.

```lean
/-- The quartic potential `V(x) = x⁴`. -/
def quarticWell (x : ℝ) : ℝ := x ^ 4

/-- The right classical turning point `E^(1/4)`, for energy `E > 0`. -/
def turningPoint (E : ℝ) : ℝ := E ^ (1 / 4 : ℝ)
```

The action and $J$ are integrals between the turning points. The numerator of $J$ is the actual second derivative of the potential.

```lean
/-- The integral of the classical momentum `√(E - V)` between the turning points. -/
def action (E : ℝ) : ℝ :=
  ∫ x in (-turningPoint E)..(turningPoint E), √(E - quarticWell x)

/-- The integral of `V''/√(E - V)` between the turning points, for `E > 0`;
the integrand is singular at the turning points themselves. -/
def curvatureIntegral (E : ℝ) : ℝ :=
  ∫ x in (-turningPoint E)..(turningPoint E),
    deriv (deriv quarticWell) x / √(E - quarticWell x)
```

The correction uses the actual derivative of $J$. Its coefficient $-1/24$ is taken from the WKB expansion, not derived from the Schrödinger equation.

```lean
/-- The second-order WKB term: minus one twenty-fourth of the energy derivative of the
curvature integral. -/
def secondOrderTerm (E : ℝ) : ℝ := -(deriv curvatureIntegral E) / 24

/-- The constant `c = Γ(1/4)² / (3 √(2π))`. -/
def actionConst : ℝ := Real.Gamma (1 / 4) ^ 2 / (3 * √(2 * π))

lemma actionConst_pos : 0 < actionConst := by
  have hG : 0 < Real.Gamma (1 / 4) := Real.Gamma_pos_of_pos (by norm_num)
  unfold actionConst
  positivity
```

## Gamma functions on the unit interval

`quartic_beta` converts Mathlib's complex beta integral to a real one, then changes variables. `img` shows that $t\mapsto t^4$ maps the open unit interval onto itself, and `hc` absorbs the Jacobian $4t^3$.

```lean
/-- Euler's beta integral in the quartic variable `u = t⁴`. -/
theorem quartic_beta {s v : ℝ} (hs : 0 < s) (hv : 0 < v) :
    ∫ t in (0 : ℝ)..1, t ^ (4 * s - 1) * (1 - t ^ 4) ^ (v - 1) =
      Real.Gamma s * Real.Gamma v / (4 * Real.Gamma (s + v)) := by
  -- the beta integral over the reals
  have h := Complex.Gamma_mul_Gamma_eq_betaIntegral (s := (s : ℂ)) (t := (v : ℂ))
    (by simpa using hs) (by simpa using hv)
  have hb : Complex.betaIntegral s v =
      ((∫ x in (0 : ℝ)..1, x ^ (s - 1) * (1 - x) ^ (v - 1) : ℝ) : ℂ) := by
    rw [Complex.betaIntegral, ← intervalIntegral.integral_ofReal]
    apply intervalIntegral.integral_congr
    intro x hx
    rw [uIcc_of_le zero_le_one] at hx
    have h1 : 0 ≤ 1 - x := by linarith [hx.2]
    simp only [Complex.ofReal_mul, Complex.ofReal_cpow hx.1, Complex.ofReal_cpow h1,
      Complex.ofReal_sub, Complex.ofReal_one]
  rw [hb] at h
  simp only [← Complex.ofReal_add, Complex.Gamma_ofReal] at h
  have hr : Real.Gamma s * Real.Gamma v = Real.Gamma (s + v) *
      ∫ x in (0 : ℝ)..1, x ^ (s - 1) * (1 - x) ^ (v - 1) := by exact_mod_cast h
  -- the substitution `u = t⁴` maps the unit interval onto itself
  have img : (fun t : ℝ => t ^ 4) '' Ioo 0 1 = Ioo 0 1 := by
    ext y
    constructor
    · rintro ⟨t, ⟨h0, h1⟩, rfl⟩
      exact ⟨pow_pos h0 4, pow_lt_one₀ h0.le h1 (by norm_num)⟩
    · rintro ⟨h0, h1⟩
      refine ⟨y ^ (1 / 4 : ℝ), ⟨Real.rpow_pos_of_pos h0 _,
        Real.rpow_lt_one h0.le h1 (by norm_num)⟩, ?_⟩
      show (y ^ (1 / 4 : ℝ)) ^ 4 = y
      rw [← Real.rpow_natCast, ← Real.rpow_mul h0.le]
      norm_num
  have cv := integral_image_eq_integral_abs_deriv_smul (s := Ioo (0 : ℝ) 1)
    (f := fun t => t ^ 4) (f' := fun t => 4 * t ^ 3) measurableSet_Ioo
    (fun t _ => ((hasDerivAt_pow 4 t).congr_deriv (by norm_num)).hasDerivWithinAt)
    (fun x hx y hy hxy => (pow_left_inj₀ hx.1.le hy.1.le (by norm_num)).1 hxy)
    (fun x => x ^ (s - 1) * (1 - x) ^ (v - 1))
  have hc : ∫ t in Ioo (0 : ℝ) 1, |4 * t ^ 3| • ((t ^ 4) ^ (s - 1) * (1 - t ^ 4) ^ (v - 1)) =
      ∫ t in Ioo (0 : ℝ) 1, 4 * (t ^ (4 * s - 1) * (1 - t ^ 4) ^ (v - 1)) := by
    apply setIntegral_congr_fun measurableSet_Ioo
    intro t ht
    have h0 : 0 < t := ht.1
    have e : t ^ (4 * s - 1) = t ^ 3 * (t ^ 4) ^ (s - 1) := by
      rw [← Real.rpow_natCast t 3, ← Real.rpow_natCast t 4, ← Real.rpow_mul h0.le,
        ← Real.rpow_add h0]
      congr 1
      push_cast
      ring
    beta_reduce
    rw [e, abs_of_pos (by positivity), smul_eq_mul]
    ring
  rw [img, hc, integral_const_mul] at cv
  rw [intervalIntegral.integral_of_le zero_le_one, integral_Ioc_eq_integral_Ioo, cv] at hr
  have hG : 0 < Real.Gamma (s + v) := Real.Gamma_pos_of_pos (by linarith)
  rw [intervalIntegral.integral_of_le zero_le_one, integral_Ioc_eq_integral_Ioo,
    eq_div_iff (by positivity), hr]
  ring
```

The reflection formula then reduces both unit integrals to $c$. In each, `hc` matches the integrand to the beta form, and $\Gamma(z+1)=z\Gamma(z)$ simplifies the quotient.

```lean
lemma gamma_quarter : Real.Gamma (1 / 4) * Real.Gamma (3 / 4) = √2 * π := by
  have h := Real.Gamma_mul_Gamma_one_sub (1 / 4)
  rw [show (1 : ℝ) - 1 / 4 = 3 / 4 by norm_num, show π * (1 / 4) = π / 4 by ring,
    Real.sin_pi_div_four] at h
  have h2 : √2 * √2 = (2 : ℝ) := Real.mul_self_sqrt (by norm_num)
  rw [h, div_eq_iff (by positivity)]
  linear_combination (-(π / 2)) * h2

/-- The action integral over half the well at unit energy is `c/2`. -/
theorem unit_action : ∫ t in (0 : ℝ)..1, √(1 - t ^ 4) = actionConst / 2 := by
  have h := quartic_beta (s := 1 / 4) (v := 3 / 2) (by norm_num) (by norm_num)
  have hc : ∫ t in (0 : ℝ)..1, √(1 - t ^ 4) =
      ∫ t in (0 : ℝ)..1, t ^ (4 * (1 / 4) - 1 : ℝ) * (1 - t ^ 4) ^ (3 / 2 - 1 : ℝ) := by
    apply intervalIntegral.integral_congr
    intro t _
    beta_reduce
    rw [show (4 * (1 / 4) - 1 : ℝ) = 0 by norm_num, show (3 / 2 - 1 : ℝ) = 1 / 2 by norm_num,
      Real.rpow_zero, one_mul, Real.sqrt_eq_rpow]
  have g1 : Real.Gamma (3 / 2) = √π / 2 := by
    rw [show (3 / 2 : ℝ) = 1 / 2 + 1 by norm_num, Real.Gamma_add_one (by norm_num),
      Real.Gamma_one_half_eq]
    ring
  have g2 : Real.Gamma (1 / 4 + 3 / 2) = 3 / 4 * Real.Gamma (3 / 4) := by
    rw [show (1 / 4 + 3 / 2 : ℝ) = 3 / 4 + 1 by norm_num, Real.Gamma_add_one (by norm_num)]
  have hG : 0 < Real.Gamma (1 / 4) := Real.Gamma_pos_of_pos (by norm_num)
  have hG3 : 0 < Real.Gamma (3 / 4) := Real.Gamma_pos_of_pos (by norm_num)
  have hp : √π * √π = π := Real.mul_self_sqrt Real.pi_pos.le
  rw [hc, h, g1, g2, actionConst, Real.sqrt_mul (by norm_num : (0 : ℝ) ≤ 2), div_div,
    div_eq_div_iff (by positivity) (by positivity)]
  linear_combination (3 * Real.Gamma (1 / 4) * √2) * hp -
    (3 * Real.Gamma (1 / 4)) * gamma_quarter

/-- The integral of `t²/√(1 - t⁴)` over the unit interval is `π/(3c)`. -/
theorem unit_curvature :
    ∫ t in (0 : ℝ)..1, t ^ 2 / √(1 - t ^ 4) = π / (3 * actionConst) := by
  have h := quartic_beta (s := 3 / 4) (v := 1 / 2) (by norm_num) (by norm_num)
  have hc : ∫ t in (0 : ℝ)..1, t ^ 2 / √(1 - t ^ 4) =
      ∫ t in (0 : ℝ)..1, t ^ (4 * (3 / 4) - 1 : ℝ) * (1 - t ^ 4) ^ (1 / 2 - 1 : ℝ) := by
    apply intervalIntegral.integral_congr
    intro t ht
    rw [uIcc_of_le zero_le_one] at ht
    have h0 : 0 ≤ 1 - t ^ 4 := sub_nonneg.2 (pow_le_one₀ ht.1 ht.2)
    beta_reduce
    rw [show (4 * (3 / 4) - 1 : ℝ) = ((2 : ℕ) : ℝ) by norm_num,
      show (1 / 2 - 1 : ℝ) = -(1 / 2) by norm_num, Real.rpow_natCast, Real.rpow_neg h0,
      ← Real.sqrt_eq_rpow, div_eq_mul_inv]
  have g : Real.Gamma (3 / 4 + 1 / 2) = 1 / 4 * Real.Gamma (1 / 4) := by
    rw [show (3 / 4 + 1 / 2 : ℝ) = 1 / 4 + 1 by norm_num, Real.Gamma_add_one (by norm_num)]
  have hG : 0 < Real.Gamma (1 / 4) := Real.Gamma_pos_of_pos (by norm_num)
  have hr : π / (3 * (Real.Gamma (1 / 4) ^ 2 / (3 * (√2 * √π)))) =
      π * (√2 * √π) / Real.Gamma (1 / 4) ^ 2 := by
    field_simp
  rw [hc, h, g, Real.Gamma_one_half_eq, actionConst,
    Real.sqrt_mul (by norm_num : (0 : ℝ) ≤ 2), hr,
    div_eq_div_iff (by positivity) (by positivity)]
  linear_combination (√π * Real.Gamma (1 / 4)) * gamma_quarter
```

## Parity, scaling and the energy derivative

`symmetric_integral` makes the substitution $x=at$ in the half-well integral and doubles the result. Joining the halves requires integrability, which follows from the non-zero value `K`, since Lean assigns zero to the integral of a non-integrable function.

```lean
lemma symmetric_integral (f : ℝ → ℝ) (hf : ∀ x, f (-x) = f x) {a K : ℝ} (ha : 0 < a)
    (hK0 : K ≠ 0) (hK : ∫ t in (0 : ℝ)..1, f (a * t) = K) :
    ∫ x in (-a)..a, f x = 2 * (a * K) := by
  have h := intervalIntegral.smul_integral_comp_mul_left (a := 0) (b := 1) f a
  rw [mul_zero, mul_one, hK, smul_eq_mul] at h
  have hn := intervalIntegral.integral_comp_neg (a := 0) (b := a) f
  simp only [hf, neg_zero] at hn
  have hne : a * K ≠ 0 := mul_ne_zero ha.ne' hK0
  -- a non-zero integral certifies integrability on each half
  have i1 : IntervalIntegrable f volume 0 a := by
    by_contra hi
    exact hne (h.trans (intervalIntegral.integral_undef hi))
  have i2 : IntervalIntegrable f volume (-a) 0 := by
    by_contra hi
    exact hne (h.trans (hn.trans (intervalIntegral.integral_undef hi)))
  rw [← intervalIntegral.integral_add_adjacent_intervals i2 i1, ← hn, ← h]
  ring

lemma quarticWell_neg (x : ℝ) : quarticWell (-x) = quarticWell x := by
  unfold quarticWell
  ring
```

Differentiating twice gives $V''=12x^2$.

```lean
lemma quarticWell_deriv2 (x : ℝ) : deriv (deriv quarticWell) x = 12 * x ^ 2 := by
  have h1 : deriv quarticWell = fun y => 4 * y ^ 3 := by
    funext y
    have h : HasDerivAt quarticWell (4 * y ^ 3) y :=
      (hasDerivAt_pow 4 y).congr_deriv (by norm_num)
    exact h.deriv
  have h2 : HasDerivAt (fun y : ℝ => 4 * y ^ 3) (12 * x ^ 2) x := by
    refine ((hasDerivAt_pow 3 x).const_mul 4).congr_deriv ?_
    show 4 * (((3 : ℕ) : ℝ) * x ^ 2) = 12 * x ^ 2
    push_cast
    ring
  rw [h1, h2.deriv]

lemma turningPoint_pos {E : ℝ} (hE : 0 < E) : 0 < turningPoint E :=
  Real.rpow_pos_of_pos hE _
```

`momentum_scaling` rewrites the momentum at $x=at$ in terms of $t$. Together with `symmetric_integral` and the unit integrals, it gives the two closed forms.

```lean
/-- The classical momentum at energy `E` is a rescaled copy of that at unit energy. -/
theorem momentum_scaling {E : ℝ} (hE : 0 < E) (t : ℝ) :
    √(E - quarticWell (turningPoint E * t)) = turningPoint E ^ 2 * √(1 - t ^ 4) := by
  have h4 : turningPoint E ^ 4 = E := by
    rw [turningPoint, ← Real.rpow_natCast, ← Real.rpow_mul hE.le]
    norm_num
  have h : E - quarticWell (turningPoint E * t) =
      (turningPoint E ^ 2) ^ 2 * (1 - t ^ 4) := by
    unfold quarticWell
    linear_combination (-1 : ℝ) * h4
  rw [h, Real.sqrt_mul (by positivity), Real.sqrt_sq (by positivity)]

lemma action_eq {E : ℝ} (hE : 0 < E) : action E = actionConst * E ^ (3 / 4 : ℝ) := by
  have ha := turningPoint_pos hE
  have hc := actionConst_pos
  have hK : ∫ t in (0 : ℝ)..1, √(E - quarticWell (turningPoint E * t)) =
      turningPoint E ^ 2 * (actionConst / 2) := by
    simp only [momentum_scaling hE]
    rw [intervalIntegral.integral_const_mul, unit_action]
  have h3 : E ^ (3 / 4 : ℝ) = turningPoint E ^ 3 := by
    rw [turningPoint, ← Real.rpow_natCast, ← Real.rpow_mul hE.le]
    norm_num
  rw [action, symmetric_integral (fun x => √(E - quarticWell x))
    (fun x => by simp only [quarticWell_neg]) ha (by positivity) hK, h3]
  ring

lemma curvatureIntegral_eq {E : ℝ} (hE : 0 < E) :
    curvatureIntegral E = 8 * π / actionConst * E ^ (1 / 4 : ℝ) := by
  have ha := turningPoint_pos hE
  have hc := actionConst_pos
  have hK : ∫ t in (0 : ℝ)..1,
      12 * (turningPoint E * t) ^ 2 / √(E - quarticWell (turningPoint E * t)) =
      12 * (π / (3 * actionConst)) := by
    rw [← unit_curvature, ← intervalIntegral.integral_const_mul]
    apply intervalIntegral.integral_congr
    intro t _
    beta_reduce
    rw [momentum_scaling hE,
      show 12 * (turningPoint E * t) ^ 2 = turningPoint E ^ 2 * (12 * t ^ 2) by ring,
      mul_div_mul_left _ _ (by positivity), mul_div_assoc]
  simp only [curvatureIntegral, quarticWell_deriv2]
  rw [symmetric_integral (fun x => 12 * x ^ 2 / √(E - quarticWell x))
    (fun x => by simp only [quarticWell_neg, neg_sq]) ha (by positivity) hK]
  unfold turningPoint
  ring
```

The positive value of $J$ also shows that its singular integrand is integrable.

```lean
/-- The integrand `V''/√(E - V)` is integrable between the turning points. -/
theorem curvature_integrable {E : ℝ} (hE : 0 < E) :
    IntervalIntegrable (fun x => deriv (deriv quarticWell) x / √(E - quarticWell x))
      volume (-turningPoint E) (turningPoint E) := by
  by_contra h
  have h1 := curvatureIntegral_eq hE
  rw [curvatureIntegral, intervalIntegral.integral_undef h] at h1
  have hc := actionConst_pos
  have h2 : 0 < 8 * π / actionConst * E ^ (1 / 4 : ℝ) := by positivity
  linarith
```

The closed form holds at every positive energy, hence throughout a neighbourhood of $E$. That is enough to transfer the derivative of $E^{1/4}$ to $J$.

```lean
/-- The curvature integral is differentiable in the energy, with derivative
`(2π/c) E^(-3/4)`. -/
theorem curvatureIntegral_hasDerivAt {E : ℝ} (hE : 0 < E) :
    HasDerivAt curvatureIntegral (2 * π / actionConst * E ^ (-(3 / 4) : ℝ)) E := by
  have h := (Real.hasDerivAt_rpow_const (x := E) (p := 1 / 4)
    (Or.inl hE.ne')).const_mul (8 * π / actionConst)
  refine (h.congr_of_eventuallyEq ?_).congr_deriv ?_
  · filter_upwards [lt_mem_nhds hE] with x hx using curvatureIntegral_eq hx
  · rw [show (1 / 4 : ℝ) - 1 = -(3 / 4) by norm_num]
    ring
```

`quartic_wkb` collects the three formulas for every $E>0$.

```lean
/-- For the quartic well at energy `E > 0`, the action is `c E^(3/4)`, the curvature integral
is `(8π/c) E^(1/4)`, and the second-order WKB term is `-(π/(12c)) E^(-3/4)`. -/
theorem quartic_wkb {E : ℝ} (hE : 0 < E) :
    action E = actionConst * E ^ (3 / 4 : ℝ) ∧
    curvatureIntegral E = 8 * π / actionConst * E ^ (1 / 4 : ℝ) ∧
    secondOrderTerm E = -(π / (12 * actionConst)) * E ^ (-(3 / 4) : ℝ) := by
  refine ⟨action_eq hE, curvatureIntegral_eq hE, ?_⟩
  rw [secondOrderTerm, (curvatureIntegral_hasDerivAt hE).deriv]
  ring
```

## The quantization condition as a quadratic

In `quantization_root`, `hid` is the completed square. Factoring it leaves two cases, and positivity of $cu$ excludes the negative root.

```lean
lemma quantization_root {c u w : ℝ} (hc : 0 < c) (hu : 0 < u) :
    c * u + -(π / (12 * c)) * u⁻¹ = w ↔ u = (w + √(w ^ 2 + π / 3)) / (2 * c) := by
  have hpi := Real.pi_pos
  have hS : √(w ^ 2 + π / 3) ^ 2 = w ^ 2 + π / 3 := Real.sq_sqrt (by positivity)
  have hSw : w < √(w ^ 2 + π / 3) := Real.lt_sqrt_of_sq_lt (by linarith)
  have hcu : 0 < c * u := mul_pos hc hu
  have h1 : u⁻¹ * u = 1 := inv_mul_cancel₀ hu.ne'
  have h2 : c⁻¹ * c = 1 := inv_mul_cancel₀ hc.ne'
  -- the condition is a quadratic equation for `u`
  have hid : c * u + -(π / (12 * c)) * u⁻¹ - w =
      ((2 * c * u - w) ^ 2 - (w ^ 2 + π / 3)) / (4 * (c * u)) := by
    rw [eq_div_iff (by positivity)]
    linear_combination (-(π / 3) * (c⁻¹ * c)) * h1 - (π / 3) * h2
  constructor
  · intro h
    rw [h, sub_self, eq_comm, div_eq_zero_iff] at hid
    have h0 := hid.resolve_right (by positivity)
    have hf : (2 * c * u - w - √(w ^ 2 + π / 3)) * (2 * c * u - w + √(w ^ 2 + π / 3)) = 0 := by
      linear_combination h0 - hS
    rw [eq_div_iff (by positivity)]
    rcases mul_eq_zero.1 hf with h3 | h3
    · linear_combination h3
    · exfalso
      linarith
  · intro h
    rw [eq_div_iff (by positivity)] at h
    have h3 : 2 * c * u - w = √(w ^ 2 + π / 3) := by linear_combination h
    rw [h3, hS, sub_self, zero_div] at hid
    exact sub_eq_zero.1 hid
```

`second_order_levels` states that a positive energy satisfies the condition for a natural number $n$, including $n=0$, exactly when it equals the displayed level. The proof sets $u=E^{3/4}$ and inverts the power. How close these levels lie to the eigenvalues of $H$ is a separate question, which would need an error estimate.

```lean
/-- An energy `E > 0` satisfies the second-order WKB quantization condition with quantum
number `n` exactly when it equals the closed-form level on the right. -/
theorem second_order_levels {E : ℝ} (hE : 0 < E) (n : ℕ) :
    action E + secondOrderTerm E = (n + 1 / 2) * π ↔
      E = ((((n + 1 / 2) * π) + √(((n + 1 / 2) * π) ^ 2 + π / 3)) /
        (2 * actionConst)) ^ (4 / 3 : ℝ) := by
  have hc := actionConst_pos
  obtain ⟨hA, -, hT⟩ := quartic_wkb hE
  rw [hA, hT, Real.rpow_neg hE.le, quantization_root hc (Real.rpow_pos_of_pos hE _)]
  have hU : 0 < (((n + 1 / 2) * π) + √(((n + 1 / 2) * π) ^ 2 + π / 3)) /
      (2 * actionConst) := by positivity
  constructor
  · intro h
    rw [← h, ← Real.rpow_mul hE.le]
    norm_num
  · intro h
    rw [h, ← Real.rpow_mul hU.le]
    norm_num

end

end QuarticWellWKB
```

```lean
#print axioms QuarticWellWKB.curvature_integrable
#print axioms QuarticWellWKB.second_order_levels
```

```
'QuarticWellWKB.curvature_integrable' depends on axioms: [propext, Classical.choice, Quot.sound]
'QuarticWellWKB.second_order_levels' depends on axioms: [propext, Classical.choice, Quot.sound]
```
